# The Wen–Yin curve keeps real orbitals orthonormal at every step length and has initial energy slope $-\|W\|_F^2/2$

Let $C$ be a real $n\times p$ matrix of orbital coefficients with $C^TC=1$, let $G$ be any real $n\times p$ matrix, and put $W=GC^T-CG^T$. For every real $\tau$ the curve
$$Y(\tau)=(1+\tfrac{\tau}{2}W)^{-1}(1-\tfrac{\tau}{2}W)\,C$$
is well defined, satisfies $Y^TY=1$, and equals
$$Y=C-\tau U(1+\tfrac{\tau}{2}V^TU)^{-1}V^TC,\qquad U=[G,C],\quad V=[C,-G].$$
At $\tau=0$ the function $\mathrm{Tr}(G^TY)$ has slope $-\|W\|_F^2/2$, where $\|W\|_F^2$ is the sum of the squared entries of $W$. An energy $E$ whose gradient at $C$ is $G$ has the same initial slope.

In direct minimisation of an electronic energy over real orbitals in a finite orthonormal basis, this gives a step that in exact arithmetic needs no reorthonormalisation, and it gives an initial slope for a line search. In floating-point arithmetic rounding errors can still accumulate over many steps. The results concern a single curve: they choose no step length and say nothing about convergence of the iteration.

## For real coefficients the inverse in the curve always exists

The index type `n` labels basis functions and `p` labels orbitals; both are finite.

```lean
import Mathlib

open Matrix Filter Topology

namespace WenYinDirectMinimization

noncomputable section

variable {n p : Type*} [Fintype n] [Fintype p] [DecidableEq n]

/-- The generator W = G Cᵀ - C Gᵀ built from two real matrices G and C of the same shape. -/
def generator (G C : Matrix n p ℝ) : Matrix n n ℝ := G * Cᵀ - C * Gᵀ

/-- The Wen-Yin curve Y(τ) = (1 + τW/2)⁻¹ (1 - τW/2) C. -/
def curve (G C : Matrix n p ℝ) (τ : ℝ) : Matrix n p ℝ :=
  (1 + (τ / 2) • generator G C)⁻¹ * (1 - (τ / 2) • generator G C) * C
```

The sum type `p ⊕ p` labels the $2p$ columns of $U$ and $V$.

```lean
/-- The block matrix U = [G, C]. -/
def blockU (G C : Matrix n p ℝ) : Matrix n (p ⊕ p) ℝ := Matrix.fromCols G C

/-- The block matrix V = [C, -G]. -/
def blockV (G C : Matrix n p ℝ) : Matrix n (p ⊕ p) ℝ := Matrix.fromCols C (-G)

/-- The squared Frobenius norm, the sum of all squared entries. -/
def frobSq (A : Matrix n n ℝ) : ℝ := ∑ i, ∑ j, A i j ^ 2
```

Antisymmetry is not assumed, since $W^T=CG^T-GC^T=-W$. By hand it is used first to show that the inverse exists. Put $A=\tau W/2$ and suppose $(1+A)x=0$. Then $x\cdot x+x\cdot Ax=0$. Since $x\cdot Ax=(A^Tx)\cdot x=-x\cdot Ax$, the second term vanishes, so $x\cdot x=0$ and $x=0$. The first lemma is this argument, with "non-singular" expressed as `IsUnit` of the determinant.

```lean
/-- For a real antisymmetric matrix A, the matrix 1 + A is invertible. -/
theorem isUnit_det_one_add_skew (A : Matrix n n ℝ) (hA : Aᵀ = -A) :
    IsUnit (1 + A).det := by
  rw [isUnit_iff_ne_zero]
  intro h
  obtain ⟨x, hx, h0⟩ := Matrix.exists_mulVec_eq_zero_iff.mpr h
  -- an antisymmetric form vanishes on the diagonal
  have h1 : x ⬝ᵥ (A *ᵥ x) = -(x ⬝ᵥ (A *ᵥ x)) := by
    calc x ⬝ᵥ (A *ᵥ x) = (Aᵀ *ᵥ x) ⬝ᵥ x := by
          rw [Matrix.dotProduct_mulVec, Matrix.mulVec_transpose]
      _ = -(x ⬝ᵥ (A *ᵥ x)) := by
          rw [hA, Matrix.neg_mulVec, neg_dotProduct, dotProduct_comm]
  have h2 : x ⬝ᵥ x + x ⬝ᵥ (A *ᵥ x) = 0 := by
    rw [Matrix.add_mulVec, Matrix.one_mulVec] at h0
    rw [← dotProduct_add, h0, dotProduct_zero]
  exact hx (dotProduct_self_eq_zero.mp (by linarith))
```

The same holds for $1-A$. With $Q=(1+A)^{-1}(1-A)$, transposition gives $Q^T=(1+A)(1-A)^{-1}$. Because $1+A$ and $1-A$ commute, so do their inverses, and
$$Q^TQ=(1+A)(1-A)^{-1}(1+A)^{-1}(1-A)=1.$$
In the proof, `ht` is the formula for $Q^T$ and `hc` is the exchange of the inverses.

```lean
/-- The Cayley transform (1 + A)⁻¹ (1 - A) of a real antisymmetric matrix is orthogonal. -/
theorem cayley_orthogonal (A : Matrix n n ℝ) (hA : Aᵀ = -A) :
    ((1 + A)⁻¹ * (1 - A))ᵀ * ((1 + A)⁻¹ * (1 - A)) = 1 := by
  have hp := isUnit_det_one_add_skew A hA
  have hm : IsUnit (1 - A).det := by
    have h := isUnit_det_one_add_skew (-A) (by rw [Matrix.transpose_neg, hA])
    rwa [← sub_eq_add_neg] at h
  have hcomm : (1 + A) * (1 - A) = (1 - A) * (1 + A) := by noncomm_ring
  have hc : (1 - A)⁻¹ * (1 + A)⁻¹ = (1 + A)⁻¹ * (1 - A)⁻¹ := by
    rw [← Matrix.mul_inv_rev, ← Matrix.mul_inv_rev, hcomm]
  have ht : ((1 + A)⁻¹ * (1 - A))ᵀ = (1 + A) * (1 - A)⁻¹ := by
    rw [Matrix.transpose_mul, Matrix.transpose_nonsing_inv, Matrix.transpose_sub,
      Matrix.transpose_add, Matrix.transpose_one, hA, sub_neg_eq_add, ← sub_eq_add_neg]
  calc ((1 + A)⁻¹ * (1 - A))ᵀ * ((1 + A)⁻¹ * (1 - A))
      = (1 + A) * ((1 - A)⁻¹ * (1 + A)⁻¹) * (1 - A) := by
        rw [ht]; simp only [mul_assoc]
    _ = ((1 + A) * (1 + A)⁻¹) * ((1 - A)⁻¹ * (1 - A)) := by
        rw [hc]; simp only [mul_assoc]
    _ = 1 := by
        rw [Matrix.mul_nonsing_inv _ hp, Matrix.nonsing_inv_mul _ hm, one_mul]
```

Without antisymmetry the inverse can fail: $A=-1$ makes $1+A$ zero. Complex orbitals with a plain transpose fail too, since $\begin{pmatrix}0&i\\-i&0\end{pmatrix}$ is antisymmetric and has eigenvalue $-1$; there the adjoint has to replace the transpose.

The next two lemmas record the antisymmetry of $W$ and of its real multiples. The third is the block product $UV^T=GC^T-CG^T=W$.

```lean
omit [Fintype n] [DecidableEq n] in
lemma generator_skew (G C : Matrix n p ℝ) : (generator G C)ᵀ = -generator G C := by
  simp [generator, Matrix.transpose_sub, Matrix.transpose_mul]

omit [Fintype n] [DecidableEq n] in
lemma smul_skew (G C : Matrix n p ℝ) (t : ℝ) :
    (t • generator G C)ᵀ = -(t • generator G C) := by
  rw [Matrix.transpose_smul, generator_skew, smul_neg]

omit [Fintype n] [DecidableEq n] in
lemma blockU_mul_blockV (G C : Matrix n p ℝ) :
    blockU G C * (blockV G C)ᵀ = generator G C := by
  ext i j
  simp [blockU, blockV, generator, Matrix.mul_apply, Fintype.sum_sum_type, sub_eq_add_neg]
```

Writing $1-\tfrac{\tau}{2}W=(1+\tfrac{\tau}{2}W)-\tau W$ turns the curve into a displacement from $C$:
$$Y(\tau)=C-\tau(1+\tfrac{\tau}{2}W)^{-1}WC.$$

```lean
/-- The curve written as a displacement from C: Y(τ) = C - τ (1 + τW/2)⁻¹ W C. -/
theorem curve_eq_step (G C : Matrix n p ℝ) (τ : ℝ) :
    curve G C τ = C - τ • ((1 + (τ / 2) • generator G C)⁻¹ * (generator G C * C)) := by
  have hM := isUnit_det_one_add_skew _ (smul_skew G C (τ / 2))
  have h : 1 - (τ / 2) • generator G C
      = (1 + (τ / 2) • generator G C) - τ • generator G C := by module
  rw [curve, h, Matrix.mul_sub, Matrix.nonsing_inv_mul _ hM, Matrix.sub_mul, Matrix.one_mul,
    Matrix.mul_smul, Matrix.smul_mul, Matrix.mul_assoc]
```

## Orthonormal orbitals, $C^TC=1$

The hypothesis `hC` says that the starting orbitals are orthonormal in an orthonormal basis. Coefficients in an overlapping atomic basis, where $C^TSC=1$ with overlap matrix $S$, must first be transformed to an orthonormal basis for the theorem to apply as stated.

By hand it enters in one line: $Y^TY=C^TQ^TQC=C^TC=1$. The small inverse does not need it. Let $M=1+\tfrac{\tau}{2}W$ and $K=1+\tfrac{\tau}{2}V^TU$. The identity $\det(1+XZ)=\det(1+ZX)$, for rectangular $X$ and $Z$ of matching shapes, gives $\det K=\det M\neq0$. Moreover
$$MU=U+\tfrac{\tau}{2}UV^TU=UK,\qquad\text{so}\qquad M^{-1}U=UK^{-1}.$$
Since $WC=UV^TC$, the displacement becomes $\tau UK^{-1}V^TC$. The matrix to invert is now $2p\times2p$ instead of $n\times n$, which is smaller when $2p<n$.

The theorem states four things together: $M$ is non-singular, $K$ is non-singular, $Y$ is orthonormal, and the small-inverse formula holds. The first two matter because Lean's `⁻¹` assigns the value zero to a singular matrix. In the proof, `hK` is the determinant argument, `push` is $MU=UK$, and `hinv` is $M^{-1}U=UK^{-1}$. Only the orthonormality part uses `hC`.

```lean
/-- Wen-Yin update: for orthonormal orbitals C and every real τ, both matrices to be inverted are
non-singular, Y(τ) is orthonormal, and Y = C - τ U (1 + τVᵀU/2)⁻¹ Vᵀ C. -/
theorem wen_yin_update [DecidableEq p] (G C : Matrix n p ℝ) (hC : Cᵀ * C = 1) (τ : ℝ) :
    IsUnit (1 + (τ / 2) • generator G C).det ∧
    IsUnit (1 + (τ / 2) • ((blockV G C)ᵀ * blockU G C)).det ∧
    (curve G C τ)ᵀ * curve G C τ = 1 ∧
    curve G C τ = C - τ • (blockU G C *
      (1 + (τ / 2) • ((blockV G C)ᵀ * blockU G C))⁻¹ * ((blockV G C)ᵀ * C)) := by
  have hM := isUnit_det_one_add_skew _ (smul_skew G C (τ / 2))
  -- the large and the small matrix have the same determinant
  have hK : IsUnit (1 + (τ / 2) • ((blockV G C)ᵀ * blockU G C)).det := by
    have e1 : (τ / 2) • ((blockV G C)ᵀ * blockU G C)
        = (blockV G C)ᵀ * ((τ / 2) • blockU G C) := by rw [Matrix.mul_smul]
    have e2 : ((τ / 2) • blockU G C) * (blockV G C)ᵀ = (τ / 2) • generator G C := by
      rw [Matrix.smul_mul, blockU_mul_blockV]
    rw [e1, Matrix.det_one_add_mul_comm, e2]
    exact hM
  refine ⟨hM, hK, ?_, ?_⟩
  · have hQ := cayley_orthogonal _ (smul_skew G C (τ / 2))
    unfold curve
    generalize (1 + (τ / 2) • generator G C)⁻¹ * (1 - (τ / 2) • generator G C) = Q at hQ ⊢
    calc (Q * C)ᵀ * (Q * C) = Cᵀ * (Qᵀ * Q) * C := by
          simp only [Matrix.transpose_mul, Matrix.mul_assoc]
      _ = 1 := by rw [hQ, Matrix.mul_one, hC]
  · have push : (1 + (τ / 2) • generator G C) * blockU G C
        = blockU G C * (1 + (τ / 2) • ((blockV G C)ᵀ * blockU G C)) := by
      rw [← blockU_mul_blockV]
      simp only [Matrix.add_mul, Matrix.mul_add, Matrix.one_mul, Matrix.mul_one,
        Matrix.smul_mul, Matrix.mul_smul, Matrix.mul_assoc]
    have hW : generator G C * C = blockU G C * ((blockV G C)ᵀ * C) := by
      rw [← blockU_mul_blockV, Matrix.mul_assoc]
    rw [curve_eq_step, hW]
    generalize 1 + (τ / 2) • generator G C = M at hM push ⊢
    generalize 1 + (τ / 2) • ((blockV G C)ᵀ * blockU G C) = K at hK push ⊢
    -- push U through the inverse
    have hinv : M⁻¹ * blockU G C = blockU G C * K⁻¹ := by
      calc M⁻¹ * blockU G C = M⁻¹ * (blockU G C * (K * K⁻¹)) := by
            rw [Matrix.mul_nonsing_inv _ hK, Matrix.mul_one]
        _ = M⁻¹ * (M * blockU G C * K⁻¹) := by rw [push, Matrix.mul_assoc]
        _ = (M⁻¹ * M) * (blockU G C * K⁻¹) := by simp only [Matrix.mul_assoc]
        _ = blockU G C * K⁻¹ := by rw [Matrix.nonsing_inv_mul _ hM, Matrix.one_mul]
    rw [← hinv, Matrix.mul_assoc]
```

If $C$ is not orthonormal, the same line of algebra gives a neighbouring result, $Y^TY=C^TC$: the curve preserves whatever overlap matrix the orbitals start with. It does not repair an orthonormality error that is already present.

## The slope of $\mathrm{Tr}(G^TY)$ needs no condition on $G$ or $C$

Fix an entry $(i,j)$ and write $Y_{ij}(\tau)=C_{ij}-\tau g(\tau)$ with $g(\tau)=[(1+\tfrac{\tau}{2}W)^{-1}WC]_{ij}$. The inverse is the adjugate divided by a determinant that never vanishes, so $g$ is continuous. The difference quotient at zero is $-g(\tau)$, which tends to $-(WC)_{ij}$. The proof follows these steps, with `hinv` now naming the continuity of the inverse.

```lean
/-- Each orbital coefficient moves with initial velocity given by the entry of -W C. -/
theorem curve_velocity (G C : Matrix n p ℝ) (i : n) (j : p) :
    HasDerivAt (fun τ => curve G C τ i j) (-((generator G C * C) i j)) 0 := by
  obtain ⟨g, hg, hg0, hY⟩ : ∃ g : ℝ → ℝ, Continuous g ∧ g 0 = (generator G C * C) i j ∧
      ∀ τ, curve G C τ i j = C i j - τ * g τ := by
    refine ⟨fun τ => ((1 + (τ / 2) • generator G C)⁻¹ * (generator G C * C)) i j,
      ?_, by simp, fun τ => by rw [curve_eq_step]; simp⟩
    have hM : Continuous fun τ : ℝ => 1 + (τ / 2) • generator G C :=
      continuous_const.add ((continuous_id.div_const 2).smul continuous_const)
    have hinv : Continuous fun τ : ℝ => (1 + (τ / 2) • generator G C)⁻¹ := by
      simp only [Matrix.inv_def, Ring.inverse_eq_inv']
      exact (hM.matrix_det.inv₀ fun τ =>
        (isUnit_det_one_add_skew _ (smul_skew G C (τ / 2))).ne_zero).smul hM.matrix_adjugate
    exact (hinv.matrix_mul continuous_const).matrix_elem i j
  -- the difference quotient is -g, which is continuous
  rw [hasDerivAt_iff_tendsto_slope, ← hg0]
  have ht : Tendsto (fun τ => -g τ) (𝓝[≠] 0) (𝓝 (-g 0)) :=
    (hg.neg.tendsto 0).mono_left nhdsWithin_le_nhds
  refine ht.congr' ?_
  filter_upwards [self_mem_nhdsWithin] with τ hτ
  have hτ' : τ - 0 ≠ 0 := by simpa using hτ
  simp only [slope_def_field, hY]
  rw [eq_div_iff hτ']
  ring
```

The slope of the trace is therefore $-\mathrm{Tr}(G^TWC)=-\mathrm{Tr}(WCG^T)$. To evaluate it, expand
$$\|W\|_F^2=\mathrm{Tr}(W^TW)=-\mathrm{Tr}(W^2)=-\mathrm{Tr}(WGC^T)+\mathrm{Tr}(WCG^T).$$
Transposing inside the trace and using $W^T=-W$ gives $\mathrm{Tr}(WGC^T)=-\mathrm{Tr}(WCG^T)$. Hence $\|W\|_F^2=2\,\mathrm{Tr}(WCG^T)$, and the slope is $-\|W\|_F^2/2$.

The lemma `trace_pairing` writes $\mathrm{Tr}(A^TB)$ as a sum over entries. In `gradient_velocity`, `h1` is the cyclic step and `h2` the transposition step.

```lean
omit [DecidableEq n] in
lemma trace_pairing {q : Type*} [Fintype q] (A B : Matrix n q ℝ) :
    (Aᵀ * B).trace = ∑ i, ∑ j, A i j * B i j := by
  simp only [Matrix.trace, Matrix.diag_apply, Matrix.mul_apply, Matrix.transpose_apply]
  exact Finset.sum_comm

omit [DecidableEq n] in
lemma gradient_velocity (G C : Matrix n p ℝ) :
    ∑ i, ∑ j, G i j * -((generator G C * C) i j) = -frobSq (generator G C) / 2 := by
  have hf : frobSq (generator G C) = ((generator G C)ᵀ * generator G C).trace := by
    rw [trace_pairing]; simp only [frobSq, pow_two]
  have hsq : generator G C * generator G C
      = generator G C * (G * Cᵀ) - generator G C * (C * Gᵀ) := by
    rw [← Matrix.mul_sub]; rfl
  have h1 : (Gᵀ * (generator G C * C)).trace = (generator G C * (C * Gᵀ)).trace := by
    rw [Matrix.trace_mul_comm, Matrix.mul_assoc]
  have h2 : (generator G C * (G * Cᵀ)).trace = -(generator G C * (C * Gᵀ)).trace := by
    rw [← Matrix.trace_transpose, Matrix.transpose_mul, generator_skew, Matrix.transpose_mul,
      Matrix.transpose_transpose, Matrix.mul_neg, Matrix.trace_neg, Matrix.trace_mul_comm]
  rw [generator_skew, Matrix.neg_mul, Matrix.trace_neg, hsq, Matrix.trace_sub, h2] at hf
  rw [trace_pairing] at h1
  simp only [mul_neg, Finset.sum_neg_distrib]
  linarith
```

In the theorem, `HasDerivAt f d 0` says that `f` is differentiable at zero with derivative `d`. The entrywise velocities are summed with weights $G_{ij}$.

```lean
/-- The function Tr(Gᵀ Y(τ)) has initial slope -‖W‖²/2 in the Frobenius norm. -/
theorem trace_initial_slope (G C : Matrix n p ℝ) :
    HasDerivAt (fun τ => (Gᵀ * curve G C τ).trace) (-frobSq (generator G C) / 2) 0 := by
  simp only [trace_pairing]
  rw [← gradient_velocity]
  exact HasDerivAt.fun_sum fun i _ => HasDerivAt.fun_sum fun j _ =>
    (curve_velocity G C i j).const_mul (G i j)
```

## $G$ is the gradient of the energy at $C$

For an energy $E$ two hypotheses are added. `hE` says that $E$, as a function of all real $n\times p$ arrays and not only of orthonormal ones, is differentiable at $C$ with derivative `E'`. `hG` says that this derivative is $X\mapsto\sum_{ij}G_{ij}X_{ij}$, so that $G_{ij}=\partial E/\partial C_{ij}$.

By hand they enter through the chain rule:
$$\frac{d}{d\tau}E(Y(\tau))\Big|_{0}=\sum_{ij}G_{ij}\,(-WC)_{ij}=-\tfrac12\|W\|_F^2.$$
The proof uses `hE` for the chain rule and `hG` in the last rewriting.

```lean
/-- If an energy functional E is differentiable at C with gradient G, then E(Y(τ)) has initial
slope -‖W‖²/2 in the Frobenius norm. -/
theorem energy_initial_slope (E : (n → p → ℝ) → ℝ) (E' : (n → p → ℝ) →L[ℝ] ℝ)
    (G C : Matrix n p ℝ) (hE : HasFDerivAt E E' (fun i j => C i j))
    (hG : ∀ X, E' X = ∑ i, ∑ j, G i j * X i j) :
    HasDerivAt (fun τ => E (fun i j => curve G C τ i j))
      (-frobSq (generator G C) / 2) 0 := by
  have hcurve : HasDerivAt (fun τ : ℝ => (fun i j => curve G C τ i j : n → p → ℝ))
      (fun i j => -((generator G C * C) i j)) 0 :=
    hasDerivAt_pi.mpr fun i => hasDerivAt_pi.mpr fun j => curve_velocity G C i j
  have key : ∀ Z : n → p → ℝ, Z = (fun i j => C i j) → HasFDerivAt E E' Z := by
    intro Z hZ
    rw [hZ]
    exact hE
  have hstart : (fun i j => curve G C 0 i j : n → p → ℝ) = fun i j => C i j := by
    funext i j
    rw [curve_eq_step]
    simp
  -- chain rule along the curve
  have h : HasDerivAt (fun τ => E (fun i j => curve G C τ i j))
      (E' (fun i j => -((generator G C * C) i j))) 0 :=
    (key _ hstart).comp_hasDerivAt (0 : ℝ) hcurve
  refine h.congr_deriv ?_
  rw [hG]
  exact gradient_velocity G C
```

If $G$ is not the gradient, the slope can have another size or sign; $G=-\nabla E$ gives $+\|W\|_F^2/2$. A factor of two is easily lost here. For $E=\mathrm{Tr}(C^THC)$ with a fixed symmetric $H$, the gradient is $2HC$. If $G=HC$ is used instead, the energy still decreases initially along the curve when $W\neq0$, but the slope of $E$ is $-\|W\|_F^2$ in terms of the $W$ built from that $G$, and a line search that assumes $-\|W\|_F^2/2$ has the wrong reference slope.

## Orthonormality turns zero slope into the stationarity equation

The slope vanishes exactly when $W=0$, because a sum of squares is zero only if every entry is. If $W=0$, then $GC^T=CG^T$; multiplying by $C$ on the right and using $C^TC=1$ gives $G=CG^TC$.

Conversely, let $G=CG^TC$. Multiplying by $C^T$ on the left gives $C^TG=G^TC$, and transposing the equation gives $G^T=C^TGC^T$. Then
$$CG^T=CC^TGC^T=CG^TCC^T=GC^T,$$
so $W=0$. In the second half of the proof, `hs`, `ht` and `hw` are these three steps.

```lean
omit [DecidableEq n] in
/-- For orthonormal orbitals, the Frobenius norm of W vanishes exactly when G = C Gᵀ C. -/
theorem frobSq_eq_zero_iff_stationary [DecidableEq p] (G C : Matrix n p ℝ)
    (hC : Cᵀ * C = 1) : frobSq (generator G C) = 0 ↔ G = C * (Gᵀ * C) := by
  constructor
  · intro h
    have hW : generator G C = 0 := by
      ext i j
      have hi := (Finset.sum_eq_zero_iff_of_nonneg fun i _ =>
        Finset.sum_nonneg fun j _ => sq_nonneg (generator G C i j)).mp h i (Finset.mem_univ i)
      have hj := (Finset.sum_eq_zero_iff_of_nonneg fun j _ =>
        sq_nonneg (generator G C i j)).mp hi j (Finset.mem_univ j)
      simpa using hj
    have hs : G * Cᵀ = C * Gᵀ := sub_eq_zero.mp hW
    calc G = G * (Cᵀ * C) := by rw [hC, Matrix.mul_one]
      _ = C * (Gᵀ * C) := by rw [← Matrix.mul_assoc, hs, Matrix.mul_assoc]
  · intro h
    -- the multiplier matrix Cᵀ G is symmetric
    have hs : Cᵀ * G = Gᵀ * C := by
      calc Cᵀ * G = Cᵀ * (C * (Gᵀ * C)) := by rw [← h]
        _ = Gᵀ * C := by rw [← Matrix.mul_assoc, hC, Matrix.one_mul]
    have ht : Gᵀ = Cᵀ * G * Cᵀ := by
      calc Gᵀ = (C * (Gᵀ * C))ᵀ := by rw [← h]
        _ = Cᵀ * G * Cᵀ := by
          rw [Matrix.transpose_mul, Matrix.transpose_mul, Matrix.transpose_transpose]
    have hw : C * Gᵀ = G * Cᵀ := by
      calc C * Gᵀ = C * (Cᵀ * G * Cᵀ) := by rw [← ht]
        _ = C * (Gᵀ * C * Cᵀ) := by rw [hs]
        _ = C * (Gᵀ * C) * Cᵀ := (Matrix.mul_assoc _ _ _).symm
        _ = G * Cᵀ := by rw [← h]
    simp [frobSq, generator, hw]

end

end WenYinDirectMinimization
```

The equation reads $G=C\Lambda$ with the symmetric multiplier matrix $\Lambda=G^TC$. When $G$ is the gradient of $E$ at $C$, it identifies the stationary points of $E$ under the constraint $C^TC=1$, which need not be minima. Without orthonormality the equivalence fails: for $C=0$ and $G\neq0$, $W$ vanishes although $G\neq CG^TC$.

```lean
#print axioms WenYinDirectMinimization.wen_yin_update
#print axioms WenYinDirectMinimization.trace_initial_slope
#print axioms WenYinDirectMinimization.energy_initial_slope
#print axioms WenYinDirectMinimization.frobSq_eq_zero_iff_stationary
```

```
'WenYinDirectMinimization.wen_yin_update' depends on axioms: [propext, Classical.choice, Quot.sound]
'WenYinDirectMinimization.trace_initial_slope' depends on axioms: [propext, Classical.choice, Quot.sound]
'WenYinDirectMinimization.energy_initial_slope' depends on axioms: [propext, Classical.choice, Quot.sound]
'WenYinDirectMinimization.frobSq_eq_zero_iff_stationary' depends on axioms: [propext, Classical.choice, Quot.sound]
```
